# Thermal rounding of a crossing of two uncoupled levels: at positive temperature the free energy is smooth and within kT ln 2 of the kinked ground energy

A calculation that needs the slope of a ground-state energy along a real parameter s, for a force or for a step of a gradient method, has no slope to use where the two lowest levels cross with different slopes, and one way past the crossing is to differentiate the free energy at a finite inverse temperature b instead. For two uncoupled levels with energies s and −s and any b > 0, the file below shows that this free energy has a slope at every s and that the replacement shifts the energy by at most ln 2 / b.

```lean
import Mathlib

open Filter Topology

namespace ThermalRounding

noncomputable section

/-- Partition function of the two levels `s` and `-s` at inverse temperature `b`. -/
def partition (b s : ℝ) : ℝ := Real.exp (-(b * s)) + Real.exp (b * s)

/-- Free energy `-(1/b) ln Z` of the two levels `s` and `-s`. -/
def freeEnergy (b s : ℝ) : ℝ := -(1 / b) * Real.log (partition b s)

/-- Ground-state energy: the lower of the two levels `s` and `-s`. -/
def groundEnergy (s : ℝ) : ℝ := min s (-s)

/-- The partition function equals `2 cosh (b s)`. -/
theorem partition_eq (b s : ℝ) : partition b s = 2 * Real.cosh (b * s) := by
  unfold partition
  rw [Real.cosh_eq]
  ring

/-- The ground-state energy equals `-|s|`. -/
theorem groundEnergy_eq (s : ℝ) : groundEnergy s = -|s| := by
  unfold groundEnergy
  rcases le_total 0 s with h | h
  · rw [abs_of_nonneg h, min_eq_right (by linarith)]
  · rw [abs_of_nonpos h, min_eq_left (by linarith), neg_neg]

/-- At positive inverse temperature the free energy is infinitely differentiable in `s`,
and its slope at `s` is `-tanh (b s)`. -/
theorem freeEnergy_smooth {b : ℝ} (hb : 0 < b) :
    (∀ n : ℕ, ContDiff ℝ n (freeEnergy b)) ∧
      ∀ s, HasDerivAt (freeEnergy b) (-Real.tanh (b * s)) s := by
  have hF : freeEnergy b = fun s => -(1 / b) * Real.log (2 * Real.cosh (b * s)) := by
    funext s
    rw [freeEnergy, partition_eq]
  have hpos : ∀ s : ℝ, 2 * Real.cosh (b * s) ≠ 0 := fun s =>
    (mul_pos two_pos (Real.cosh_pos (b * s))).ne'
  rw [hF]
  refine ⟨fun n => ?_, fun s => ?_⟩
  · have h1 : ContDiff ℝ n (fun s : ℝ => Real.cosh (b * s)) :=
      Real.contDiff_cosh.comp (contDiff_const.mul contDiff_id)
    have h2 : ContDiff ℝ n (fun s : ℝ => 2 * Real.cosh (b * s)) := contDiff_const.mul h1
    exact contDiff_const.mul (h2.log hpos)
  · -- chain rule through `b s`, `cosh` and `ln`
    have h1 : HasDerivAt (fun s : ℝ => b * s) b s := by
      simpa using (hasDerivAt_id s).const_mul b
    have h2 := ((h1.cosh.const_mul 2).log (hpos s)).const_mul (-(1 / b))
    refine h2.congr_deriv ?_
    have hc := (Real.cosh_pos (b * s)).ne'
    have hb' := hb.ne'
    rw [Real.tanh_eq_sinh_div_cosh]
    field_simp

/-- The ground-state energy exceeds the free energy by exactly
`(1/b) ln (1 + exp (-2 b |s|))`. -/
theorem gap_eq {b : ℝ} (hb : 0 < b) (s : ℝ) :
    groundEnergy s - freeEnergy b s = Real.log (1 + Real.exp (-(2 * (b * |s|)))) / b := by
  -- factor the Boltzmann weight of the ground state out of the partition function
  have hZ : partition b s = Real.exp (b * |s|) * (1 + Real.exp (-(2 * (b * |s|)))) := by
    have he : Real.exp (b * |s|) * Real.exp (-(2 * (b * |s|))) = Real.exp (-(b * |s|)) := by
      rw [← Real.exp_add]
      congr 1
      ring
    rw [mul_add, mul_one, he]
    unfold partition
    rcases le_total 0 s with h | h
    · rw [abs_of_nonneg h, add_comm]
    · rw [abs_of_nonpos h, mul_neg, neg_neg]
  have hp : (1 + Real.exp (-(2 * (b * |s|)))) ≠ 0 := by positivity
  have hb' := hb.ne'
  rw [groundEnergy_eq, freeEnergy, hZ, Real.log_mul (Real.exp_pos _).ne' hp, Real.log_exp]
  generalize Real.log (1 + Real.exp (-(2 * (b * |s|)))) = L
  field_simp
  ring

/-- For `b > 0` the free energy is differentiable in `s` and lies strictly below the
ground-state energy by at most `ln 2 / b`, a distance attained exactly at `s = 0`. -/
theorem thermal_rounding {b : ℝ} (hb : 0 < b) :
    Differentiable ℝ (freeEnergy b) ∧
      ∀ s, 0 < groundEnergy s - freeEnergy b s ∧
        groundEnergy s - freeEnergy b s ≤ Real.log 2 / b ∧
        (groundEnergy s - freeEnergy b s = Real.log 2 / b ↔ s = 0) := by
  refine ⟨fun s => ((freeEnergy_smooth hb).2 s).differentiableAt, fun s => ?_⟩
  rw [gap_eq hb]
  -- the relative weight of the upper level lies in `(0, 1]`
  have hx : 0 ≤ b * |s| := mul_nonneg hb.le (abs_nonneg s)
  have h0 : 0 < Real.exp (-(2 * (b * |s|))) := Real.exp_pos _
  have h1 : Real.exp (-(2 * (b * |s|))) ≤ 1 := Real.exp_le_one_iff.mpr (by linarith)
  refine ⟨div_pos (Real.log_pos (by linarith)) hb, ?_, ?_, ?_⟩
  · exact div_le_div_of_nonneg_right (Real.log_le_log (by linarith) (by linarith)) hb.le
  · intro h
    by_contra hs
    -- away from the crossing the weight is strictly below one
    have hx' : 0 < b * |s| := mul_pos hb (abs_pos.mpr hs)
    have h2 : Real.exp (-(2 * (b * |s|))) < 1 := by
      rw [← Real.exp_zero]
      exact Real.exp_lt_exp.mpr (by linarith)
    have h3 : Real.log (1 + Real.exp (-(2 * (b * |s|)))) < Real.log 2 :=
      Real.log_lt_log (by linarith) (by linarith)
    exact (div_lt_div_of_pos_right h3 hb).ne h
  · rintro rfl
    rw [abs_zero, mul_zero, mul_zero, neg_zero, Real.exp_zero, one_add_one_eq_two]

/-- As `b → ∞` the free energy converges to the ground-state energy uniformly in `s`. -/
theorem freeEnergy_tendstoUniformly : TendstoUniformly freeEnergy groundEnergy atTop := by
  rw [Metric.tendstoUniformly_iff]
  intro ε hε
  have hlim : Tendsto (fun b : ℝ => Real.log 2 / b) atTop (𝓝 0) :=
    tendsto_const_nhds.div_atTop tendsto_id
  filter_upwards [eventually_gt_atTop (0 : ℝ), hlim.eventually (gt_mem_nhds hε)] with b hb hlt s
  obtain ⟨h0, h1, -⟩ := (thermal_rounding hb).2 s
  rw [Real.dist_eq, abs_of_pos h0]
  exact lt_of_le_of_lt h1 hlt

/-- The ground-state energy is differentiable at `s` exactly when `s ≠ 0`. -/
theorem groundEnergy_differentiableAt_iff (s : ℝ) :
    DifferentiableAt ℝ groundEnergy s ↔ s ≠ 0 := by
  have hE : groundEnergy = fun s : ℝ => -|s| := funext groundEnergy_eq
  rw [hE]
  constructor
  · rintro h rfl
    have h2 : DifferentiableAt ℝ (fun s : ℝ => - -|s|) 0 := h.neg
    simp only [neg_neg] at h2
    exact not_differentiableAt_abs_zero h2
  · intro hs
    exact (differentiableAt_abs hs).neg

/-- The free energies are differentiable for every `b > 0` and converge uniformly as
`b → ∞` to the ground-state energy, which is not differentiable at the crossing `s = 0`. -/
theorem kink_at_zero_temperature :
    (∀ b > 0, Differentiable ℝ (freeEnergy b)) ∧
      TendstoUniformly freeEnergy groundEnergy atTop ∧
      ¬ DifferentiableAt ℝ groundEnergy 0 :=
  ⟨fun _ hb => (thermal_rounding hb).1, freeEnergy_tendstoUniformly,
    fun h => (groundEnergy_differentiableAt_iff 0).mp h rfl⟩

end

end ThermalRounding
```

```lean
#print axioms ThermalRounding.freeEnergy_smooth
-- 'ThermalRounding.freeEnergy_smooth' depends on axioms: [propext, Classical.choice, Quot.sound]
#print axioms ThermalRounding.kink_at_zero_temperature
-- 'ThermalRounding.kink_at_zero_temperature' depends on axioms: [propext, Classical.choice, Quot.sound]
```

## Three functions and the theorems about them

The file defines three real-valued functions of real arguments. `partition b s` is the partition function Z, `freeEnergy b s` is the free energy F, and `groundEnergy s` is the ground energy E₀:

    Z(b, s) = e^(−bs) + e^(bs)

    F_b(s) = −(1/b) ln Z(b, s)

    E₀(s) = min(s, −s)

The inverse temperature is the first argument, so `freeEnergy b` on its own is the whole curve s ↦ F_b(s) at fixed b, and `freeEnergy` on its own is the family of these curves indexed by b. `Real.log` is the natural logarithm.

Two theorems give closed forms and need no hypothesis. `partition_eq` says Z(b, s) = 2 cosh(bs) for all real b and s, and `groundEnergy_eq` says E₀(s) = −|s|.

The next three assume `hb : 0 < b`. In `freeEnergy_smooth`, the clause `∀ n : ℕ, ContDiff ℝ n (freeEnergy b)` says that F_b is n times continuously differentiable on the real line for every natural number n, which is smoothness in the C^∞ sense. The clause `HasDerivAt (freeEnergy b) (-Real.tanh (b * s)) s` says that the derivative at s exists and equals −tanh(bs). `gap_eq` gives the distance between the two energies exactly:

    E₀(s) − F_b(s) = (1/b) ln(1 + e^(−2b|s|))

`thermal_rounding` says that F_b is differentiable everywhere and that three things hold at each s: the gap E₀(s) − F_b(s) is strictly positive, it is at most ln 2 / b, and it equals ln 2 / b if and only if s = 0.

The remaining theorems concern zero temperature. `TendstoUniformly freeEnergy groundEnergy atTop` has the filter `atTop` on the index b, so the limit is b → +∞. Written out, for every ε > 0 there is a threshold such that for all b beyond it |E₀(s) − F_b(s)| < ε holds at all real s at once; the threshold depends on ε and does not depend on s. `groundEnergy_differentiableAt_iff` says that E₀ is differentiable at s exactly when s ≠ 0. `kink_at_zero_temperature` puts three facts side by side: each F_b with b > 0 is differentiable, the family converges uniformly to E₀, and E₀ is not differentiable at 0. Uniform convergence of differentiable curves therefore does not hand differentiability on to the limit in this model.

## Two uncoupled levels in a heat bath

The spectrum is {s, −s}, each level counted once. A Hamiltonian with this spectrum is the diagonal matrix with entries s and −s, for instance a spin ½ in a field along its quantisation axis, with s equal to half the signed level splitting. No operator appears in the file: the two eigenvalues are written directly into the Boltzmann weights, the level s giving `Real.exp (-(b * s))` and the level −s giving `Real.exp (b * s)`. The parameter s is itself an energy, the zero of energy lies midway between the levels, and b = 1/(kT) with k Boltzmann's constant and T the temperature, so that bs is dimensionless and ln 2 / b is kT ln 2. The hypothesis b > 0 with b a real number stands for a positive and finite temperature. Zero temperature is not a value of b and is reached only as the limit b → +∞.

The slope and the bound have familiar thermal readings. These readings, the orbital picture below and the negative-temperature example at the end are ordinary algebra added here, with no theorem of the file behind them. The populations of the levels s and −s are e^(−bs)/Z and e^(bs)/Z, and the levels move with slopes +1 and −1, so the population-weighted slope is

    (e^(−bs) − e^(bs)) / Z = −tanh(bs),

which is the derivative of F_b. At s = 0 both levels have energy zero and population ½, the mean energy vanishes, the entropy is k ln 2, and the free energy is −kT ln 2. The largest gap is thus the entropy term of a twofold degeneracy.

In electronic structure the same function appears for a single non-interacting spin-orbital with Fermi–Dirac occupation: if its energy lies 2s above the chemical potential, its grand potential −(1/b) ln(1 + e^(−2bs)) equals s + F_b(s), and its zero-temperature value min(0, 2s) equals s + E₀(s), so the gap is the one computed here. In practical terms, for this two-level, one-parameter model a tolerance ε on the energy is met at every s once b exceeds ln 2 / ε.

The model leaves several things out. There are exactly two levels, nondegenerate away from the crossing, linear in s with slopes of equal size and opposite sign. There is no off-diagonal coupling, so the crossing is a true one and the rounding comes from thermal population alone; the rounding of an avoided crossing by a coupling matrix element is a different mechanism and is not treated. The canonical form of Z and the definition of F are taken as given. The theorems bound the energy and say nothing about how close the slope −tanh(bs) is to the slope of E₀. The formula itself shows that the two differ by nearly 1 when s is nonzero and |s| is small compared with 1/b, however large b is.

## From 2 cosh(bs) to the slope −tanh(bs)

By the definition of the hyperbolic cosine, cosh x = (e^x + e^(−x))/2, so with x = bs

    Z(b, s) = 2 cosh(bs).

`partition_eq` rewrites with `Real.cosh_eq` and lets `ring` cancel the factor 2. For the ground energy there are two cases. If s ≥ 0 then −s ≤ s, the minimum is −s, and |s| = s. If s ≤ 0 then s ≤ −s, the minimum is s, and |s| = −s gives −|s| = s. In both cases E₀(s) = −|s|. In `groundEnergy_eq` the split is `le_total 0 s`, and `min_eq_right` and `min_eq_left` select the lower level.

With the closed form, F_b(s) = −(1/b) ln(2 cosh(bs)), which is `hF` in `freeEnergy_smooth`. Since cosh is positive everywhere, the argument of the logarithm never vanishes, and `hpos` records this. Smoothness follows by composition: s ↦ bs is smooth, cosh is smooth, the logarithm is smooth away from zero, and constant factors preserve smoothness. The first branch of the proof builds exactly this chain, with `h2.log hpos` as the step through the logarithm.

For the slope, the chain rule gives in turn

    d/ds (bs) = b

    d/ds (2 cosh(bs)) = 2 sinh(bs) · b

    d/ds ln(2 cosh(bs)) = 2 sinh(bs) · b / (2 cosh(bs))

    F_b′(s) = −(1/b) · 2 sinh(bs) · b / (2 cosh(bs)) = −sinh(bs)/cosh(bs) = −tanh(bs).

In the second branch `h1` is the first line. The term `h2` applies `.cosh`, `.const_mul 2`, `.log` and `.const_mul (-(1 / b))` in that order and arrives at the unsimplified expression of the last line. `congr_deriv` reduces the goal to the identity between that expression and −tanh(bs). After tanh is written as sinh/cosh, `field_simp` clears the denominators, using cosh(bs) ≠ 0 and b ≠ 0 for the cancellation of 1/b against b.

## The exact gap and the bound ln 2 / b

The ground state has energy −|s| and Boltzmann weight e^(b|s|), and the upper level has energy |s| and weight e^(−b|s|). Whichever sign s has, these are the two terms of Z: for s ≥ 0 they are e^(bs) and e^(−bs), and for s ≤ 0 they are e^(−bs) and e^(bs). Taking the ground-state weight out as a factor, and writing w for the weight of the upper level relative to it,

    w = e^(−2b|s|)

    Z(b, s) = e^(b|s|) + e^(−b|s|) = e^(b|s|) (1 + w).

Both factors are positive, so the logarithm splits:

    ln Z = b|s| + ln(1 + w)

    F_b(s) = −|s| − (1/b) ln(1 + w)

    E₀(s) − F_b(s) = (1/b) ln(1 + w).

In `gap_eq` the factorisation is `hZ`. Inside it, `he` is the product rule e^(b|s|) · w = e^(−b|s|), and the split on the sign of s matches the two terms. `Real.log_mul` and `Real.log_exp` give the line for ln Z. The proof then names ln(1 + w) as a single variable `L`, which leaves the identity −|s| + (1/b)(b|s| + L) = L/b for `field_simp` and `ring`.

The bounds come from locating w. For b > 0 the product b|s| is nonnegative, so the exponent −2b|s| is at most zero and

    0 < w ≤ 1

    1 < 1 + w ≤ 2

    0 < ln(1 + w) ≤ ln 2.

Dividing by the positive number b keeps both inequalities and gives 0 < E₀(s) − F_b(s) ≤ ln 2 / b. In `thermal_rounding`, `h0` and `h1` are the two halves of the first line, `Real.log_pos` and `Real.log_le_log` give the third, and `div_pos` and `div_le_div_of_nonneg_right` perform the division.

The equality case has two directions. At s = 0 the exponent is zero, w = 1, and the gap is ln(1 + 1)/b = ln 2 / b, which is the final chain of rewrites. Conversely, suppose s ≠ 0. Then b|s| > 0, so w < 1, and strict monotonicity of the logarithm gives ln(1 + w) < ln 2, so the gap is strictly below ln 2 / b. The proof argues by contradiction along these lines: `hx'`, `h2` and `h3` are the three strict inequalities, and the strict inequality after division contradicts the assumed equality. The differentiability clause of the theorem is read off from the slope in `freeEnergy_smooth`.

## A uniform limit with a corner at s = 0

Fix ε > 0. Since ln 2 / b → 0 as b → +∞, all sufficiently large b satisfy both b > 0 and ln 2 / b < ε. For such b and any s, the gap is positive and hence equal to its absolute value, and

    |E₀(s) − F_b(s)| = E₀(s) − F_b(s) ≤ ln 2 / b < ε.

The bound ln 2 / b contains no s, and this is what makes the convergence uniform. In `freeEnergy_tendstoUniformly`, `Metric.tendstoUniformly_iff` turns the statement into this ε form, `hlim` is the limit ln 2 / b → 0, and `filter_upwards` restricts to those b for which both conditions hold. The two inequalities are taken from `thermal_rounding`, and `abs_of_pos` removes the absolute value.

The limit function is −|s|. For s > 0 it agrees with −s near s and has slope −1, and for s < 0 it agrees with s near s and has slope +1. At the origin the difference quotient with step h ≠ 0 is

    (E₀(h) − E₀(0)) / h = −|h| / h,

which equals −1 for h > 0 and +1 for h < 0 and so has no limit as h → 0. `groundEnergy_differentiableAt_iff` takes both facts from Mathlib's results on the absolute value. If −|s| were differentiable at 0 then so would be its negative |s|, which `not_differentiableAt_abs_zero` excludes, and for s ≠ 0 the negative of `differentiableAt_abs hs` gives differentiability. `kink_at_zero_temperature` is the triple of the first clause of `thermal_rounding`, the uniform limit, and this equivalence at s = 0.

## Negative b follows the upper level

The role of the sign of b shows at b = −1. There −(1/b) = 1 and cosh is even, so

    F₋₁(s) = ln(2 cosh s) = |s| + ln(1 + e^(−2|s|)).

This curve lies above the upper level |s| instead of below the lower one. At s = 0 the gap E₀ − F₋₁ is −ln 2, which already violates the claim 0 < E₀ − F. At s = 1 the gap is −ln(1 + e²) ≈ −2.13, about three times ln 2 in size, and in general it lies below −2|s|, so no bound on the distance to the ground energy that is independent of s survives. The one-sided inequality E₀ − F ≤ ln 2 / b remains true at b = −1, but without positivity of the gap it no longer limits |E₀ − F|. The step that breaks is 0 < w ≤ 1, since w = e^(2|s|) ≥ 1 for this b, together with the division by b, which now reverses inequalities. At b = 0 Lean's convention 1/0 = 0 makes `freeEnergy 0 s` equal to 0, so the gap would be −|s| and the formula of `gap_eq` would fail at every s ≠ 0, whereas the physical free energy tends to −∞ as b decreases to zero.
